# Between convex and concave energy curves, continuous end energies and a continuous frontier slope guarantee a tuned functional

Remove an electron from a molecule gradually, letting the occupation $f$ of its frontier orbital fall from 1 to 0. For the exact functional the total energy follows a straight line between the two integer electron numbers, so its slope at $f=1$ equals the energy difference $E(1)-E(0)$, which is minus the ionisation energy. Approximate functionals bend the line. Semilocal ones usually give a convex curve, because the spurious repulsion of the orbital with itself grows with $f^2$. Hartree–Fock theory usually gives a concave one, because the self-term cancels and orbital relaxation remains.

Many functionals contain an adjustable parameter, such as a fraction of exact exchange. One way to fix it is to demand that the slope at $f=1$ match the energy difference. Does such a parameter value exist?

## The sign change of the tuning error

Let $w\in[0,1]$ be the parameter, $E(w,f)$ the energy, and $\varepsilon(w)$ the left derivative of $E(w,\cdot)$ at $f=1$. The left derivative is the relevant one, since the energy may have a kink at an integer electron number. Define the tuning error

$$\tau(w)=\varepsilon(w)-\bigl[E(w,1)-E(w,0)\bigr].$$

The claim is that $\tau(w)=0$ for some $w\in[0,1]$, provided that $E(w,0)$, $E(w,1)$ and $\varepsilon(w)$ are continuous in $w$, that $E(0,\cdot)$ is convex on $[0,1]$, and that $E(1,\cdot)$ is concave there.

Take a single convex curve $E(f)$ with left derivative $\varepsilon$ at $f=1$. For $0\le f<1$, convexity gives $E(f)\le(1-f)E(0)+fE(1)$, hence

$$\frac{E(1)-E(f)}{1-f}\ \ge\ E(1)-E(0).$$

Letting $f\to1$ from below gives $\varepsilon\ge E(1)-E(0)$, so the tuning error is non-negative. Applied to $-E$, the same argument shows that a concave curve has a non-positive error. Therefore $\tau(0)\ge0\ge\tau(1)$, and since $\tau$ is continuous, the intermediate value theorem supplies a zero.

If the first curve is strictly convex, then $E(\tfrac12)<\tfrac12[E(0)+E(1)]$. Comparing the end slope with the secant over $[\tfrac12,1]$ gives

$$\varepsilon\ \ge\ 2\bigl[E(1)-E(\tfrac12)\bigr]\ >\ E(1)-E(0).$$

With strict curvature at both ends, $\tau(0)>0>\tau(1)$, and the zero lies strictly between 0 and 1.

## Linear mixing and a numerical instance

For two fixed curves $A$ and $B$, let $E(w,f)=(1-w)A(f)+wB(f)$. Slopes and energy differences mix with the same weights, so $\tau(w)=(1-w)\tau_A+w\tau_B$, where $\tau_A$ and $\tau_B$ are the errors of the two curves. If $A$ is strictly convex and $B$ concave, then $\tau_A>0\ge\tau_B$, and the only zero is

$$w^*=\frac{\tau_A}{\tau_A-\tau_B}\in(0,1].$$

As an invented example, take $A(f)=-12f+2f^2$ and $B(f)=-10f-f^2$ in eV. The slopes at $f=1$ are $-8$ and $-12$, and the energy differences are $-10$ and $-11$. Thus $\tau_A=2$, $\tau_B=-1$ and $w^*=2/3$. The quadratic terms cancel, leaving the straight line $-\tfrac{32}{3}f$ and an ionisation energy of about 10.67 eV.

The straightening is complete here because both curves are quadratic; in general a tuned mixture stays bent. Mixing $f^2$ with $-f^3$ gives $\tau_A=1$, $\tau_B=-2$ and $w^*=1/3$. The tuned curve $\tfrac23f^2-\tfrac13f^3$ has slope $\tfrac13$ at $f=1$, equal to its energy difference, but at $f=\tfrac12$ its value is $\tfrac18$, while the chord has $\tfrac16$. As written, these curves are only a mathematical illustration, since the tuned one has a negative ionisation energy. Adding the same term $-cf$ with $c>1$ to both components makes all the ionisation energies positive and changes neither the tuning errors nor the distance from the chord.

## Energy curves and tuning in Lean

```lean
import Mathlib

open Set

namespace CurvatureTuning

noncomputable section
```

An energy curve is a function from reals to reals, with the occupation as its argument. In the next definition `Iio 1` is the set of occupations below 1, so the derivative is taken from the left. The condition states both that this derivative exists and that it has the required value.

```lean
/-- The tuning condition for an energy curve `E` in the occupation `f`: the left derivative
at `f = 1` exists and equals the total energy difference `E 1 - E 0`. -/
def IsTuned (E : ℝ → ℝ) : Prop :=
  HasDerivWithinAt E (E 1 - E 0) (Iio 1) 1
```

The tuning error takes the slope `ε` as a separate number. The theorems tie it to the curve through a derivative hypothesis.

```lean
/-- The tuning error of an energy curve `E` with frontier slope `ε`: the slope minus the
total energy difference. -/
def tuningError (E : ℝ → ℝ) (ε : ℝ) : ℝ :=
  ε - (E 1 - E 0)
```

The mixture combines two given curves. In a self-consistent calculation the orbitals change with $w$, and the energy is then generally not linear in it.

```lean
/-- The linear mixture of two energy curves with weights `1 - w` and `w`. -/
def mix (A B : ℝ → ℝ) (w : ℝ) : ℝ → ℝ :=
  fun f => (1 - w) * A f + w * B f
```

## Curvature fixes the sign

The interval `Icc 0 1` is $[0,1]$. The library lemma used first states that a secant slope of a convex function is at most the left derivative at its right end; the secant here runs from 0 to 1.

```lean
/-- An energy curve that is convex on `[0,1]` and has left derivative `ε` at `f = 1` has a
non-negative tuning error. -/
theorem tuningError_nonneg {E : ℝ → ℝ} {ε : ℝ} (hc : ConvexOn ℝ (Icc 0 1) E)
    (hd : HasDerivWithinAt E ε (Iio 1) 1) : 0 ≤ tuningError E ε := by
  -- the secant slope over the whole interval is at most the slope at its right end
  have hs := hc.slope_le_of_hasDerivWithinAt_Iio (x := 0) (y := 1)
    (by norm_num) (by norm_num) (by norm_num) hd
  rw [slope_def_field, div_le_iff₀ (by norm_num)] at hs
  unfold tuningError
  linarith
```

The concave case negates both the curve and its slope.

```lean
/-- An energy curve that is concave on `[0,1]` and has left derivative `ε` at `f = 1` has a
non-positive tuning error. -/
theorem tuningError_nonpos {E : ℝ → ℝ} {ε : ℝ} (hc : ConcaveOn ℝ (Icc 0 1) E)
    (hd : HasDerivWithinAt E ε (Iio 1) 1) : tuningError E ε ≤ 0 := by
  have h := tuningError_nonneg hc.neg hd.neg
  simp only [tuningError, Pi.neg_apply] at h ⊢
  linarith
```

For strict convexity the secant starts at $\tfrac12$. Here `hs` is the comparison with the end slope, `hm` is the strict midpoint inequality, and `linarith` combines them as in the calculation above.

```lean
/-- An energy curve that is strictly convex on `[0,1]` and has left derivative `ε` at `f = 1`
has a positive tuning error. -/
theorem tuningError_pos {E : ℝ → ℝ} {ε : ℝ} (hc : StrictConvexOn ℝ (Icc 0 1) E)
    (hd : HasDerivWithinAt E ε (Iio 1) 1) : 0 < tuningError E ε := by
  -- compare the end slope with the secant over the upper half of the interval
  have hs := hc.convexOn.slope_le_of_hasDerivWithinAt_Iio (x := 1 / 2) (y := 1)
    (by constructor <;> norm_num) (by norm_num) (by norm_num) hd
  rw [slope_def_field, div_le_iff₀ (by norm_num)] at hs
  -- at half occupation the energy lies strictly below the chord
  have hz : (0 : ℝ) ∈ Icc (0 : ℝ) 1 := by norm_num
  have ho : (1 : ℝ) ∈ Icc (0 : ℝ) 1 := by norm_num
  have hh : (0 : ℝ) < 1 / 2 := by norm_num
  have hm := hc.2 hz ho zero_ne_one hh hh (by norm_num)
  have e : (1 / 2 : ℝ) • (0 : ℝ) + (1 / 2 : ℝ) • (1 : ℝ) = 1 / 2 := by norm_num
  rw [e] at hm
  simp only [smul_eq_mul] at hm
  unfold tuningError
  linarith
```

## Existence of a tuned parameter

From here on `E` may have two arguments: `E w f` is $E(w,f)$, so `E 0` and `E 1` are whole curves at the two ends of the parameter range. In `IsTuned`, by contrast, the same expressions are energies at two occupations.

In the main theorem, `hd` says that `ε w` is the left derivative for every parameter value in $[0,1]$. The next three hypotheses are the continuity conditions, and the last two fix the curvature of the end curves. Nothing is assumed about the curvature at intermediate $w$.

```lean
/-- Existence of a tuned functional: let the energies at `f = 0` and `f = 1` and the left
derivative at `f = 1` be continuous in `w` on `[0,1]`. If the energy curve is convex on `[0,1]`
for `w = 0` and concave on `[0,1]` for `w = 1`, some `w` in `[0,1]` meets the tuning condition. -/
theorem exists_tuned {E : ℝ → ℝ → ℝ} {ε : ℝ → ℝ}
    (hd : ∀ w ∈ Icc (0 : ℝ) 1, HasDerivWithinAt (E w) (ε w) (Iio 1) 1)
    (h0 : ContinuousOn (fun w => E w 0) (Icc 0 1))
    (h1 : ContinuousOn (fun w => E w 1) (Icc 0 1))
    (hε : ContinuousOn ε (Icc 0 1))
    (hconv : ConvexOn ℝ (Icc 0 1) (E 0)) (hconc : ConcaveOn ℝ (Icc 0 1) (E 1)) :
    ∃ w ∈ Icc (0 : ℝ) 1, IsTuned (E w) := by
  have hg : ContinuousOn (fun w => tuningError (E w) (ε w)) (Icc 0 1) :=
    hε.sub (h1.sub h0)
  -- the tuning error changes sign between the two end functionals
  have hp := tuningError_nonneg hconv (hd 0 (by norm_num))
  have hn := tuningError_nonpos hconc (hd 1 (by norm_num))
  obtain ⟨w, hw, hz⟩ := intermediate_value_Icc' (zero_le_one' ℝ) hg ⟨hn, hp⟩
  refine ⟨w, hw, (hd w hw).congr_deriv ?_⟩
  simp only [tuningError] at hz
  linarith
```

The proof establishes continuity of the tuning error in `hg` and its end signs in `hp` and `hn`. The intermediate value theorem, in its form for a function whose right-end value is the lower one, returns the zero. The slope in `hd` is then replaced by the energy difference.

The theorem applies to a hybrid functional whose fraction $w$ of exact exchange is tuned between 0 and 1, whenever all its hypotheses hold for the system at hand. One further step leads to the usual procedure, in which the highest occupied orbital energy is matched to the energy difference: that orbital energy must be identified with the slope $\partial E/\partial f$, as Janak's theorem does for Kohn–Sham theory.

If each curve is differentiable at $f=1$, the condition can be written with the ordinary derivative. Differentiability elsewhere is not required. Curves with a kink at $f=1$ are excluded here; for them `exists_tuned`, which needs only the left derivative, is the theorem to use. The proof uses the fact that a left derivative is unique.

```lean
/-- For every `w` in `[0,1]` let the energy curve be differentiable at `f = 1`, and let this
derivative and the energies at `f = 0` and `f = 1` be continuous in `w` on `[0,1]`. If the curve is
convex on `[0,1]` for `w = 0` and concave on `[0,1]` for `w = 1`, then for some `w` in `[0,1]` the
derivative at `f = 1` equals the total energy difference. -/
theorem exists_deriv_eq {E : ℝ → ℝ → ℝ}
    (hd : ∀ w ∈ Icc (0 : ℝ) 1, DifferentiableAt ℝ (E w) 1)
    (h0 : ContinuousOn (fun w => E w 0) (Icc 0 1))
    (h1 : ContinuousOn (fun w => E w 1) (Icc 0 1))
    (hε : ContinuousOn (fun w => deriv (E w) 1) (Icc 0 1))
    (hconv : ConvexOn ℝ (Icc 0 1) (E 0)) (hconc : ConcaveOn ℝ (Icc 0 1) (E 1)) :
    ∃ w ∈ Icc (0 : ℝ) 1, deriv (E w) 1 = E w 1 - E w 0 := by
  obtain ⟨w, hw, ht⟩ := exists_tuned
    (fun w hw => (hd w hw).hasDerivAt.hasDerivWithinAt) h0 h1 hε hconv hconc
  exact ⟨w, hw, (uniqueDiffWithinAt_Iio 1).eq_deriv _
    (hd w hw).hasDerivAt.hasDerivWithinAt ht⟩
```

With strict curvature the parameter lies in the open interval `Ioo 0 1`. The proof takes the $w$ already found and excludes each endpoint: a tuned curve has zero error, whereas a strictly curved one does not.

```lean
/-- Let the energies at `f = 0` and `f = 1` and the left derivative at `f = 1` be continuous in `w`
on `[0,1]`. If the energy curve is strictly convex on `[0,1]` for `w = 0` and strictly concave on
`[0,1]` for `w = 1`, a tuned `w` exists strictly between `0` and `1`. -/
theorem exists_tuned_interior {E : ℝ → ℝ → ℝ} {ε : ℝ → ℝ}
    (hd : ∀ w ∈ Icc (0 : ℝ) 1, HasDerivWithinAt (E w) (ε w) (Iio 1) 1)
    (h0 : ContinuousOn (fun w => E w 0) (Icc 0 1))
    (h1 : ContinuousOn (fun w => E w 1) (Icc 0 1))
    (hε : ContinuousOn ε (Icc 0 1))
    (hconv : StrictConvexOn ℝ (Icc 0 1) (E 0))
    (hconc : StrictConcaveOn ℝ (Icc 0 1) (E 1)) :
    ∃ w ∈ Ioo (0 : ℝ) 1, IsTuned (E w) := by
  obtain ⟨w, hw, ht⟩ := exists_tuned hd h0 h1 hε hconv.convexOn hconc.concaveOn
  -- neither end functional can be tuned, since its tuning error is non-zero
  refine ⟨w, ⟨lt_of_le_of_ne hw.1 ?_, lt_of_le_of_ne hw.2 ?_⟩, ht⟩
  · rintro rfl
    have h := tuningError_pos hconv ht
    unfold tuningError at h
    linarith
  · rintro rfl
    have h := tuningError_pos hconc.neg (HasDerivWithinAt.neg ht)
    simp only [tuningError, Pi.neg_apply] at h
    linarith
```

## The weight for a linear mixture

The slope of a mixture follows from the sum rule for derivatives.

```lean
/-- If `A` and `B` have left derivatives `a` and `b` at `f = 1`, their linear mixture has the left
derivative `(1 - w) * a + w * b` there. -/
theorem hasDerivWithinAt_mix {A B : ℝ → ℝ} {a b : ℝ} (w : ℝ)
    (hA : HasDerivWithinAt A a (Iio 1) 1) (hB : HasDerivWithinAt B b (Iio 1) 1) :
    HasDerivWithinAt (mix A B w) ((1 - w) * a + w * b) (Iio 1) 1 :=
  (hA.const_mul (1 - w)).add (hB.const_mul w)
```

The next theorem has two parts: the quotient lies in `Ioc 0 1`, that is $(0,1]$, and a real weight is tuned exactly when it equals this quotient. Uniqueness therefore holds among all real weights. The letters `a` and `b` are the frontier slopes of $A$ and $B$.

```lean
/-- For a linear mixture of a strictly convex curve `A` and a concave curve `B` on `[0,1]`, with
left derivatives `a` and `b` at `f = 1`, exactly one weight is tuned. It is the tuning error of
`A` divided by the difference of the two tuning errors, and it lies in `(0,1]`. -/
theorem mix_tuned_iff {A B : ℝ → ℝ} {a b : ℝ}
    (hA : HasDerivWithinAt A a (Iio 1) 1) (hB : HasDerivWithinAt B b (Iio 1) 1)
    (hconv : StrictConvexOn ℝ (Icc 0 1) A) (hconc : ConcaveOn ℝ (Icc 0 1) B) :
    tuningError A a / (tuningError A a - tuningError B b) ∈ Ioc (0 : ℝ) 1 ∧
    ∀ w, IsTuned (mix A B w) ↔
      w = tuningError A a / (tuningError A a - tuningError B b) := by
  have hp := tuningError_pos hconv hA
  have hn := tuningError_nonpos hconc hB
  have hD : 0 < tuningError A a - tuningError B b := by linarith
  refine ⟨⟨div_pos hp hD, (div_le_one hD).2 (by linarith)⟩, fun w => ?_⟩
  rw [eq_div_iff hD.ne']
  have hm := hasDerivWithinAt_mix w hA hB
  constructor
  · intro h
    -- the left derivative is unique, which gives a linear equation for the weight
    have e := (uniqueDiffWithinAt_Iio 1).eq_deriv _ hm h
    simp only [mix, tuningError] at e ⊢
    linear_combination (-1) * e
  · intro h
    refine hm.congr_deriv ?_
    simp only [mix, tuningError] at h ⊢
    linear_combination (-1) * h
```

The signs of the two errors make the denominator positive. In one direction, uniqueness of the left derivative turns the tuning condition into the linear equation for $w$; in the other, that equation gives the required slope. Both rearrangements are done by `linear_combination`.

## A tuned curve that is still bent

The last theorem records the cubic example, including the curvature of its two components. It shows that meeting the tuning condition does not by itself restore the straight line of the exact functional, even for a one-parameter mixture of a convex and a concave curve.

```lean
/-- Tuning does not ensure linearity: on `[0,1]` the curve `f ^ 2` is convex and the curve `-f ^ 3`
is concave, and mixing them with `w = 1/3` gives a tuned curve that is not affine on `[0,1]`. -/
theorem tuned_not_affine :
    ConvexOn ℝ (Icc 0 1) (fun f : ℝ => f ^ 2) ∧
    ConcaveOn ℝ (Icc 0 1) (fun f : ℝ => -f ^ 3) ∧
    IsTuned (mix (fun f => f ^ 2) (fun f => -f ^ 3) (1 / 3)) ∧
    ¬ ∃ c d : ℝ, ∀ f ∈ Icc (0 : ℝ) 1,
      mix (fun f => f ^ 2) (fun f => -f ^ 3) (1 / 3) f = c + d * f := by
  refine ⟨(convexOn_pow 2).subset Icc_subset_Ici_self (convex_Icc 0 1),
    ((convexOn_pow 3).subset Icc_subset_Ici_self (convex_Icc 0 1)).neg, ?_, ?_⟩
  · have hA : HasDerivAt (fun f : ℝ => f ^ 2) 2 1 :=
      (hasDerivAt_pow 2 (1 : ℝ)).congr_deriv (by norm_num)
    have hB : HasDerivAt (fun f : ℝ => -f ^ 3) (-3) 1 :=
      (hasDerivAt_pow 3 (1 : ℝ)).fun_neg.congr_deriv (by norm_num)
    refine (hasDerivWithinAt_mix (1 / 3) hA.hasDerivWithinAt
      hB.hasDerivWithinAt).congr_deriv ?_
    norm_num [mix]
  · -- the energies at occupations 0, 1/2 and 1 are not collinear
    rintro ⟨c, d, h⟩
    have e0 := h 0 (by norm_num)
    have e1 := h 1 (by norm_num)
    have e2 := h (1 / 2) (by constructor <;> norm_num)
    simp only [mix] at e0 e1 e2
    linarith

end

end CurvatureTuning
```

The tuning part computes the slopes $2$ and $-3$ and mixes them. For the failure of linearity, an assumed form $c+df$ is evaluated at occupations 0, 1 and $\tfrac12$; the first two values force $\tfrac16$ at the midpoint, which contradicts the actual $\tfrac18$.

```lean
#print axioms CurvatureTuning.exists_deriv_eq
#print axioms CurvatureTuning.exists_tuned_interior
#print axioms CurvatureTuning.mix_tuned_iff
#print axioms CurvatureTuning.tuned_not_affine
```

```
'CurvatureTuning.exists_deriv_eq' depends on axioms: [propext, Classical.choice, Quot.sound]
'CurvatureTuning.exists_tuned_interior' depends on axioms: [propext, Classical.choice, Quot.sound]
'CurvatureTuning.mix_tuned_iff' depends on axioms: [propext, Classical.choice, Quot.sound]
'CurvatureTuning.tuned_not_affine' depends on axioms: [propext, Classical.choice, Quot.sound]
```
